# Picture change of the Dirac matrix $\beta$: the block $(1-X^\dagger X)(1+X^\dagger X)^{-1}$ and its free-particle value $m/E$

Let $X$ be the matrix that gives the small components of an electronic Dirac state from its large ones. Normalising such states requires a second matrix $R$, usually written as the inverse square root $(1+X^\dagger X)^{-1/2}$. Here $R$ is not constructed as a root. It is any Hermitian matrix that satisfies

$$R^2\,(1+X^\dagger X)=1 .$$

The positive definite root is one such matrix. Reversing its sign on some eigenspaces gives others, and the results below are the same for all of them. The algebra uses only this equation and $R^\dagger=R$, so no theory of matrix square roots is needed.

## From four components to two

Write a four-component state as a large part $\varphi$ and a small part $\chi$. For the electronic states, $\chi=X\varphi$. A two-component vector $c$ then stands for the four-component state $Wc$, where

$$W=\begin{pmatrix}1\\X\end{pmatrix}R=\begin{pmatrix}R\\XR\end{pmatrix}.$$

An operator that acts on four components has to be carried into the two-component picture with the same $W$. For $\beta=\mathrm{diag}(1,-1)$ the transformed operator is $W^\dagger\beta W$, whereas the large-component block of the original $\beta$ is just $1$. Using the second in place of the first is a picture-change error.

In two-component electronic structure calculations such an error can arise when a property operator is left untransformed. It is not present for every operator: the identity has none, since $W^\dagger W=1$. The theorems give the error exactly for $\beta$, in a finite orthonormal basis with $X$ supplied.

## What is stated, and in which terms

The finite index types `l` and `s` label the large and small basis functions. They may differ in size, so `X : Matrix s l ℂ` may be rectangular, while `R : Matrix l l ℂ` is square. The matrix `beta` acts on the combined index `l ⊕ s`, `electronic X R` is $W$, and `betaBlock X R` is $W^\dagger\beta W$, with `ᴴ` for the conjugate transpose.

The hypotheses are `R.IsHermitian` and `R * R * (1 + Xᴴ * X) = 1`. Under them, three statements hold for every $X$:

- `betaBlock_eq`: the block equals $(1-X^\dagger X)(1+X^\dagger X)^{-1}$.
- `picture_change_error`: the difference $1-W^\dagger\beta W$ equals $2(XR)^\dagger(XR)$.
- `betaBlock_eq_one_iff`: the block equals $1$ exactly when $X=0$.

For the free particle, `p : Fin 3 → ℝ` is a fixed momentum with Cartesian components $p_0,p_1,p_2$, in units where the speed of light is 1. The definitions `sigmaDot`, `energy` and `freeX` are $\sigma\cdot p$, $E=\sqrt{m^2+p^2}$ and $X=\sigma\cdot p/(E+m)$. For $m>0$, `free_betaBlock` says that the block is $m/E$ times the $2\times2$ identity.

Neither $X$ is derived from a Dirac Hamiltonian in the file. The general one is an arbitrary matrix, and the free one is a definition. Its origin is the lower row of the free Dirac equation, $\sigma\cdot p\,\varphi-m\chi=E\chi$, solved for $\chi$. The existence of $R$ is proved for the free particle only; for general $X$ it is a hypothesis, which the inverse square root of the positive definite matrix $1+X^\dagger X$ fulfils.

## The block and its distance from 1

Since $\beta$ reverses the sign of the lower part of $W$,

$$W^\dagger\beta W=R^\dagger R-R^\dagger X^\dagger XR=R^\dagger(1-X^\dagger X)R .$$

Put $G=X^\dagger X$ and $A=1+G$, so that $R^2A=1$. These are finite square matrices, hence also $AR^2=1$. Inserting both products gives

$$RA=(AR^2)(RA)=AR\,(R^2A)=AR .$$

So $R$ commutes with $A$, and therefore with $G$. With $R^\dagger=R$ the block becomes

$$R(1-G)R=(1-G)R^2=(1-G)(1+G)^{-1}.$$

The same commutation shows that the columns of $W$ are orthonormal:

$$W^\dagger W=R(1+G)R=(1+G)R^2=1 .$$

Subtracting the block from this form of the identity gives the error:

$$1-W^\dagger\beta W=R(1+G)R-R(1-G)R=2RGR=2(XR)^\dagger(XR).$$

For a normalised $c$, the expectation value of the error is $2\lVert XRc\rVert^2$, twice the weight of the small components in the state.

If the block equals $1$, then $(XR)^\dagger(XR)=0$. Each diagonal entry of this product is the squared norm of a column of $XR$, so $XR=0$. Then

$$X=X\,R^2(1+G)=(XR)\,R(1+G)=0 .$$

Conversely, $X=0$ makes the error vanish.

## The free particle

The matrix $\sigma\cdot p$ is Hermitian and its square is $p^2$ times the identity. Since $p^2=E^2-m^2=(E-m)(E+m)$,

$$X^\dagger X=\frac{p^2}{(E+m)^2}=\frac{E-m}{E+m}=:g ,$$

where the identity matrix is understood. The two factors in the closed form are then

$$1-g=\frac{2m}{E+m},\qquad 1+g=\frac{2E}{E+m},$$

so $1-g=(m/E)(1+g)$, and the block is $m/E$. The value is $1$ at rest and falls towards $0$ as the momentum grows. The condition on $R$ reads $R^2=(E+m)/(2E)$, which is solved by $R=\sqrt{(E+m)/(2E)}$ times the identity.

The assumption $m>0$ describes a massive particle. It keeps $E$ and $E+m$ positive at every momentum, including $p=0$, where a massless particle would give $0/0$ in $X$.

## The Lean file

```lean
import Mathlib

open Matrix
open scoped ComplexOrder

namespace PictureChangeBeta

noncomputable section

variable {l s : Type*} [Fintype l] [DecidableEq l] [Fintype s] [DecidableEq s]

/-- The Dirac matrix beta: `1` on the large components and `-1` on the small ones. -/
def beta : Matrix (l ⊕ s) (l ⊕ s) ℂ := fromBlocks 1 0 0 (-1)

/-- The electronic states `[1; X] R` built from the coupling matrix `X`, which gives the
small components from the large ones, and the renormalisation matrix `R`. -/
def electronic (X : Matrix s l ℂ) (R : Matrix l l ℂ) : Matrix (l ⊕ s) l ℂ :=
  fromRows (1 : Matrix l l ℂ) X * R

/-- The picture-transformed block of beta: its matrix between the states `[1; X] R`. -/
def betaBlock (X : Matrix s l ℂ) (R : Matrix l l ℂ) : Matrix l l ℂ :=
  (electronic X R)ᴴ * (beta : Matrix (l ⊕ s) (l ⊕ s) ℂ) * electronic X R

/-- The transformed block is the large-component overlap minus the small-component overlap,
`R† (1 - X† X) R`. -/
theorem betaBlock_eq_sandwich (X : Matrix s l ℂ) (R : Matrix l l ℂ) :
    betaBlock X R = Rᴴ * (1 - Xᴴ * X) * R := by
  have core : (fromRows (1 : Matrix l l ℂ) X)ᴴ * (beta : Matrix (l ⊕ s) (l ⊕ s) ℂ)
      * fromRows (1 : Matrix l l ℂ) X = 1 - Xᴴ * X := by
    rw [conjTranspose_fromRows_eq_fromCols_conjTranspose, beta, fromCols_mul_fromBlocks,
      fromCols_mul_fromRows]
    simp [sub_eq_add_neg]
  rw [betaBlock, electronic, conjTranspose_mul, ← core]
  simp only [Matrix.mul_assoc]

/-- If `R² (1 + G) = 1`, then the renormalisation matrix `R` commutes with `G`. -/
theorem renormalization_comm {R G : Matrix l l ℂ} (h : R * R * (1 + G) = 1) :
    R * G = G * R := by
  have hA : (1 + G) * (R * R) = 1 := mul_eq_one_comm.1 h
  have hc : R * (1 + G) = (1 + G) * R := by
    calc R * (1 + G) = ((1 + G) * (R * R)) * (R * (1 + G)) := by rw [hA, one_mul]
      _ = (1 + G) * R * (R * R * (1 + G)) := by simp only [mul_assoc]
      _ = (1 + G) * R := by rw [h, mul_one]
  rw [mul_add, add_mul, mul_one, one_mul] at hc
  exact add_left_cancel hc

/-- For Hermitian `R` with `R² (1 + X† X) = 1`, the picture-transformed block of beta is
`(1 - X† X) (1 + X† X)⁻¹`. -/
theorem betaBlock_eq {X : Matrix s l ℂ} {R : Matrix l l ℂ} (hR : R.IsHermitian)
    (h : R * R * (1 + Xᴴ * X) = 1) :
    betaBlock X R = (1 - Xᴴ * X) * (1 + Xᴴ * X)⁻¹ := by
  have hc : R * (1 - Xᴴ * X) = (1 - Xᴴ * X) * R := by
    rw [mul_sub, sub_mul, mul_one, one_mul, renormalization_comm h]
  rw [betaBlock_eq_sandwich, hR.eq, inv_eq_left_inv h, hc, mul_assoc]

/-- For Hermitian `R` with `R² (1 + X† X) = 1`, the untransformed block `1` exceeds the
transformed one by twice the overlap matrix of the small components `X R`. -/
theorem picture_change_error {X : Matrix s l ℂ} {R : Matrix l l ℂ} (hR : R.IsHermitian)
    (h : R * R * (1 + Xᴴ * X) = 1) :
    1 - betaBlock X R = (2 : ℂ) • ((X * R)ᴴ * (X * R)) := by
  have hG : (X * R)ᴴ * (X * R) = R * (Xᴴ * X) * R := by
    rw [conjTranspose_mul, hR.eq]
    simp only [Matrix.mul_assoc]
  rw [betaBlock_eq_sandwich, hR.eq, hG]
  have hc := renormalization_comm h
  have hA := mul_eq_one_comm.1 h
  generalize Xᴴ * X = G at hc hA ⊢
  -- the transformed states are normalised
  have hN : R * (1 + G) * R = 1 := by
    rw [mul_add, mul_one, hc, ← hA]
    noncomm_ring
  calc 1 - R * (1 - G) * R = R * (1 + G) * R - R * (1 - G) * R := by rw [hN]
    _ = (2 : ℂ) • (R * G * R) := by
      rw [two_smul]
      noncomm_ring

/-- For Hermitian `R` with `R² (1 + X† X) = 1`, the transformed block of beta equals the
untransformed block `1` exactly when the coupling `X` vanishes. -/
theorem betaBlock_eq_one_iff {X : Matrix s l ℂ} {R : Matrix l l ℂ} (hR : R.IsHermitian)
    (h : R * R * (1 + Xᴴ * X) = 1) : betaBlock X R = 1 ↔ X = 0 := by
  have e := picture_change_error hR h
  constructor
  · intro hb
    rw [hb, sub_self] at e
    have h0 : (X * R)ᴴ * (X * R) = 0 := (smul_eq_zero.1 e.symm).resolve_left two_ne_zero
    have hXR : X * R = 0 := conjTranspose_mul_self_eq_zero.1 h0
    -- R is invertible, so X itself vanishes
    calc X = X * (R * R * (1 + Xᴴ * X)) := by rw [h, Matrix.mul_one]
      _ = X * R * (R * (1 + Xᴴ * X)) := by simp only [Matrix.mul_assoc]
      _ = 0 := by rw [hXR, Matrix.zero_mul]
  · intro hX
    have h0 : 1 - betaBlock X R = 0 := e.trans (by simp [hX])
    exact (sub_eq_zero.1 h0).symm

/-- The matrix `σ · p` of a momentum `p`, with `σ` the Pauli matrices. -/
def sigmaDot (p : Fin 3 → ℝ) : Matrix (Fin 2) (Fin 2) ℂ :=
  !![(p 2 : ℂ), p 0 - Complex.I * p 1; p 0 + Complex.I * p 1, -(p 2 : ℂ)]

/-- The relativistic energy `E = √(m² + p²)`, in units with `c = 1`. -/
def energy (m : ℝ) (p : Fin 3 → ℝ) : ℝ :=
  Real.sqrt (m ^ 2 + (p 0 ^ 2 + p 1 ^ 2 + p 2 ^ 2))

/-- The free-particle coupling `X = σ · p / (E + m)`, for `E + m ≠ 0`. -/
def freeX (m : ℝ) (p : Fin 3 → ℝ) : Matrix (Fin 2) (Fin 2) ℂ :=
  ((1 / (energy m p + m) : ℝ) : ℂ) • sigmaDot p

/-- The energy of a free particle of mass `m > 0` is positive. -/
theorem energy_pos {m : ℝ} (hm : 0 < m) (p : Fin 3 → ℝ) : 0 < energy m p :=
  Real.sqrt_pos.2 (by positivity)

/-- For a free particle of mass `m > 0`, `X† X` is `(E - m) / (E + m)` times the identity. -/
theorem freeX_gram {m : ℝ} (hm : 0 < m) (p : Fin 3 → ℝ) :
    (freeX m p)ᴴ * freeX m p
      = (((energy m p - m) / (energy m p + m) : ℝ) : ℂ) • 1 := by
  have hs : (sigmaDot p)ᴴ * sigmaDot p
      = ((p 0 ^ 2 + p 1 ^ 2 + p 2 ^ 2 : ℝ) : ℂ) • 1 := by
    ext i j
    fin_cases i <;> fin_cases j <;> apply Complex.ext <;>
      simp [sigmaDot, Matrix.mul_apply, Fin.sum_univ_succ, pow_two] <;> ring
  have hE := energy_pos hm p
  have hsq : energy m p ^ 2 = m ^ 2 + (p 0 ^ 2 + p 1 ^ 2 + p 2 ^ 2) :=
    Real.sq_sqrt (by positivity)
  have hP : p 0 ^ 2 + p 1 ^ 2 + p 2 ^ 2 = (energy m p - m) * (energy m p + m) := by
    linear_combination -hsq
  have hne : energy m p + m ≠ 0 := by positivity
  have key : 1 / (energy m p + m) * (1 / (energy m p + m)) * (p 0 ^ 2 + p 1 ^ 2 + p 2 ^ 2)
      = (energy m p - m) / (energy m p + m) := by
    rw [hP]
    field_simp
  rw [freeX, conjTranspose_smul, Matrix.smul_mul, Matrix.mul_smul, hs, smul_smul, smul_smul,
    Complex.star_def, Complex.conj_ofReal, ← Complex.ofReal_mul, ← Complex.ofReal_mul, key]

/-- For a free particle of mass `m > 0` and Hermitian `R` with `R² (1 + X† X) = 1`, the
transformed block of beta is `m / E` times the identity. -/
theorem free_betaBlock {m : ℝ} (hm : 0 < m) (p : Fin 3 → ℝ) {R : Matrix (Fin 2) (Fin 2) ℂ}
    (hR : R.IsHermitian) (h : R * R * (1 + (freeX m p)ᴴ * freeX m p) = 1) :
    betaBlock (freeX m p) R = ((m / energy m p : ℝ) : ℂ) • 1 := by
  have hE := energy_pos hm p
  have hne : energy m p + m ≠ 0 := by positivity
  have hc : 1 - (energy m p - m) / (energy m p + m)
      = m / energy m p * (1 + (energy m p - m) / (energy m p + m)) := by
    field_simp
    ring
  have hc' : (1 : ℂ) - (((energy m p - m) / (energy m p + m) : ℝ) : ℂ)
      = ((m / energy m p : ℝ) : ℂ)
        * (1 + (((energy m p - m) / (energy m p + m) : ℝ) : ℂ)) := by
    exact_mod_cast hc
  -- numerator and denominator of the closed form are proportional
  have hs : 1 - (freeX m p)ᴴ * freeX m p
      = ((m / energy m p : ℝ) : ℂ) • (1 + (freeX m p)ᴴ * freeX m p) := by
    rw [freeX_gram hm p]
    linear_combination (norm := module) hc' • (1 : Matrix (Fin 2) (Fin 2) ℂ)
  rw [betaBlock_eq hR h, hs, smul_mul_assoc, inv_eq_left_inv h, mul_eq_one_comm.1 h]

/-- For a free particle of mass `m > 0`, the matrix `R = √((E + m) / (2E))` times the identity
is Hermitian and satisfies `R² (1 + X† X) = 1`. -/
theorem free_renormalization_witness {m : ℝ} (hm : 0 < m) (p : Fin 3 → ℝ) :
    let R : Matrix (Fin 2) (Fin 2) ℂ :=
      ((Real.sqrt ((energy m p + m) / (2 * energy m p)) : ℝ) : ℂ) • 1
    R.IsHermitian ∧ R * R * (1 + (freeX m p)ᴴ * freeX m p) = 1 := by
  intro R
  have hE := energy_pos hm p
  have hne : energy m p + m ≠ 0 := by positivity
  constructor
  · simp [R, Matrix.IsHermitian, conjTranspose_smul]
  · have hc : Real.sqrt ((energy m p + m) / (2 * energy m p))
        * Real.sqrt ((energy m p + m) / (2 * energy m p))
        * (1 + (energy m p - m) / (energy m p + m)) = 1 := by
      rw [Real.mul_self_sqrt (by positivity)]
      field_simp
      ring
    have hc' : ((Real.sqrt ((energy m p + m) / (2 * energy m p)) : ℝ) : ℂ)
        * ((Real.sqrt ((energy m p + m) / (2 * energy m p)) : ℝ) : ℂ)
        * (1 + (((energy m p - m) / (energy m p + m) : ℝ) : ℂ)) = 1 := by
      exact_mod_cast hc
    rw [freeX_gram hm p]
    simp only [R, smul_mul_assoc, one_mul]
    linear_combination (norm := module) hc' • (1 : Matrix (Fin 2) (Fin 2) ℂ)

end

end PictureChangeBeta
```

```lean
#print axioms PictureChangeBeta.betaBlock_eq_one_iff
#print axioms PictureChangeBeta.free_betaBlock
```

```
'PictureChangeBeta.betaBlock_eq_one_iff' depends on axioms: [propext, Classical.choice, Quot.sound]
'PictureChangeBeta.free_betaBlock' depends on axioms: [propext, Classical.choice, Quot.sound]
```

## How the lemmas divide the work

`betaBlock_eq_sandwich` is the block multiplication. Its inner step `core` treats the columns without $R$, using Mathlib's rules for products of `fromCols`, `fromBlocks` and `fromRows`. The factors $R^\dagger$ and $R$ are then attached by associativity. This lemma needs no condition on $R$.

`renormalization_comm` is the chain $RA=(AR^2)(RA)=AR(R^2A)=AR$, written as a `calc` block with the same intermediate terms. Cancelling $R$ from both sides of $R+RG=R+GR$ leaves $RG=GR$.

In `betaBlock_eq`, the commutation is carried over to $1-G$, and `inv_eq_left_inv h` replaces $(1+G)^{-1}$ by $R^2$. The hypothesis itself thus supplies the inverse.

`picture_change_error` first rewrites $(XR)^\dagger(XR)$ as $RGR$. The command `generalize` then replaces $X^\dagger X$ by a plain square matrix `G`, after which only square matrices remain and `noncomm_ring` can expand the products. The step `hN` is the normalisation $R(1+G)R=1$, and the final `calc` is the subtraction made above.

`betaBlock_eq_one_iff` reads off both directions from the error formula. The argument about column norms is Mathlib's `conjTranspose_mul_self_eq_zero`, and the last `calc` removes $R$ from $XR=0$.

For the free particle, `freeX_gram` checks $(\sigma\cdot p)^\dagger(\sigma\cdot p)=p^2$ entry by entry, in real and imaginary parts, and then factorises $p^2$. In `free_betaBlock` the central step is the proportionality $1-G=(m/E)(1+G)$; multiplication by $(1+G)^{-1}$ leaves $m/E$. Finally, `free_renormalization_witness` verifies that the explicit $R$ meets both hypotheses, so that `free_betaBlock` applies at every momentum.

## One-sided inverses and `mul_eq_one_comm`

The hypothesis says that $R^2$ is a left inverse of $1+G$. The commutation argument also needs it to be a right inverse, and `mul_eq_one_comm` provides this: for square matrices over $\mathbb{C}$, $AB=1$ holds exactly when $BA=1$.

This is a fact about finite dimension. On an infinite-dimensional space, a shift operator can have an inverse on one side and none on the other. With `mul_eq_one_comm`, `renormalization_comm` holds for any square $R$ and $G$ that satisfy the equation, Hermitian or not.

For the matrices of the main theorems there is a second route. Both $R$ and $1+X^\dagger X$ are Hermitian, so the adjoint of $R^2(1+X^\dagger X)=1$ is the same equation with the factors exchanged.

## The transformation in a program

In a matrix implementation, $X$ can be obtained from the electronic eigenvectors of the Dirac matrix. If their large and small coefficients are collected as the columns of $C_L$ and $C_S$, with $C_L$ square and invertible, then $X=C_SC_L^{-1}$. Diagonalising $1+X^\dagger X=U\,\mathrm{diag}(a_i)\,U^\dagger$ gives $R=U\,\mathrm{diag}(a_i^{-1/2})\,U^\dagger$. A property matrix on the four-component space is then multiplied by $W^\dagger$ from the left and by $W$ from the right.

The matrix $\beta$ makes a convenient test of such a routine, because the output can be compared with $(1-X^\dagger X)(1+X^\dagger X)^{-1}$, which is computed without $R$. The comparison presupposes an orthonormal basis; with overlapping basis functions, the overlap matrices enter the condition on $R$, or the basis is orthonormalised first.

When $X$ is small, the picture-change error is better computed as $2(XR)^\dagger(XR)$ than as $1-W^\dagger\beta W$. The subtraction takes the difference of nearly equal numbers and loses digits in floating-point arithmetic, while the product does not suffer from this cancellation.
